# A normalized orbital that minimizes the one-orbital ultrasoft energy solves a generalized eigenvalue equation when the density functional is differentiable

An ultrasoft pseudopotential keeps an orbital smooth near the nucleus and restores the missing charge with augmentation functions. The density then depends on the orbital both point by point and through its projections. Which equation does a normalized orbital of least total energy obey?

```lean
import Mathlib

open Matrix Filter Topology

noncomputable section

namespace UltrasoftEnergy
```

Take a finite grid `G` with points $r$ and a finite set `P` of projectors, the columns of $B$. The matrices $T$, $D_0$, $q$ and $Q(r)$ are real and symmetric. $F$ stands for the energy terms that depend on the density, such as Hartree and exchange-correlation.

```lean
/-- Data of a one-orbital ultrasoft model on a real grid `G` with projectors `P`: kinetic matrix,
projector functions, bare coefficients, augmentation charges and functions, density functional. -/
structure Model (G P : Type*) where
  T : Matrix G G ℝ
  B : Matrix G P ℝ
  D₀ : Matrix P P ℝ
  q : Matrix P P ℝ
  Q : G → Matrix P P ℝ
  F : (G → ℝ) → ℝ
  T_symm : T.IsSymm
  D₀_symm : D₀.IsSymm
  q_symm : q.IsSymm
  Q_symm : ∀ r, (Q r).IsSymm
```

An orbital $\psi$ has projections $b=B^T\psi$. In Lean, `*ᵥ` applies a matrix to a vector and `⬝ᵥ` is the scalar product.

```lean
variable {G P : Type*} [Fintype G] [DecidableEq G] [Fintype P]

/-- The projections `b = Bᵀψ` of an orbital. -/
def Model.proj (M : Model G P) (ψ : G → ℝ) : P → ℝ := M.Bᵀ *ᵥ ψ
```

The density and energy are $n_r=\psi_r^2+b\cdot Q(r)b$ and $E=\psi\cdot T\psi+b\cdot D_0b+F(n)$, with occupation one and unit grid weight.

```lean
/-- The augmented density `n_r = ψ_r² + b·Q(r)b`. -/
def Model.density (M : Model G P) (ψ : G → ℝ) : G → ℝ :=
  fun r => ψ r ^ 2 + M.proj ψ ⬝ᵥ M.Q r *ᵥ M.proj ψ

/-- The total energy `ψ·Tψ + b·D₀b + F(n)`. -/
def Model.energy (M : Model G P) (ψ : G → ℝ) : ℝ :=
  ψ ⬝ᵥ M.T *ᵥ ψ + M.proj ψ ⬝ᵥ M.D₀ *ᵥ M.proj ψ + M.F (M.density ψ)
```

The potential is $V_r=\partial F/\partial n_r$, and it screens the bare coefficients: $D=D_0+\sum_r V_rQ(r)$.

```lean
/-- The local potential: the partial derivatives of `F` at the density of `ψ`, where `F` is
differentiable. -/
def Model.potential (M : Model G P) (ψ : G → ℝ) : G → ℝ :=
  fun r => fderiv ℝ M.F (M.density ψ) (Pi.single r 1)

/-- The screened coefficients `D = D₀ + ∑ V_r Q(r)`. -/
def Model.screenedD (M : Model G P) (ψ : G → ℝ) : Matrix P P ℝ :=
  M.D₀ + ∑ r, M.potential ψ r • M.Q r
```

These give the Hamiltonian $H=T+V+BDB^T$, with $V$ as a diagonal matrix, and the overlap $S=1+BqB^T$. The model does not impose $q=\sum_rQ(r)$, the physical condition that ties the norm to the total charge.

```lean
/-- The Hamiltonian `T + V + B D Bᵀ` built from the density of `ψ`. -/
def Model.hamiltonian (M : Model G P) (ψ : G → ℝ) : Matrix G G ℝ :=
  M.T + diagonal (M.potential ψ) + M.B * M.screenedD ψ * M.Bᵀ

/-- The overlap matrix `S = 1 + B q Bᵀ`. -/
def Model.overlap (M : Model G P) : Matrix G G ℝ := 1 + M.B * M.q * M.Bᵀ
```

**(a)** Show that a symmetric $A$ can change sides: $x\cdot Ay=y\cdot Ax$.

$\sum_{ij}x_iA_{ij}y_j=\sum_{ij}y_jA_{ji}x_i$.

```lean
/-- A real symmetric matrix can be moved from one side of a scalar product to the other. -/
theorem form_symm {ι : Type*} [Fintype ι] {A : Matrix ι ι ℝ} (hA : A.IsSymm) (x y : ι → ℝ) :
    x ⬝ᵥ A *ᵥ y = y ⬝ᵥ A *ᵥ x := by
  rw [Matrix.dotProduct_mulVec, ← Matrix.mulVec_transpose, hA.eq, dotProduct_comm]
```

**(b)** Take the potential out of a matrix element: $x\cdot\big(\sum_rV_rQ(r)\big)y=\sum_rV_r\,x\cdot Q(r)y$.

Write out the components and exchange the finite sums. Lean adds one grid point at a time, by induction.

```lean
/-- The matrix element of a potential-weighted sum of augmentation matrices is the weighted sum
of their matrix elements. -/
theorem form_sum (V : G → ℝ) (Q : G → Matrix P P ℝ) (x y : P → ℝ) :
    x ⬝ᵥ (∑ r, V r • Q r) *ᵥ y = ∑ r, V r * (x ⬝ᵥ Q r *ᵥ y) := by
  induction (Finset.univ : Finset G) using Finset.induction_on with
  | empty => simp
  | insert a s ha ih =>
    rw [Finset.sum_insert ha, Finset.sum_insert ha, Matrix.add_mulVec, dotProduct_add, ih,
      Matrix.smul_mulVec, dotProduct_smul, smul_eq_mul]
```

**(c)** For a curve $c(t)$ with velocity $\varphi$, written `HasDerivAt c φ t`, show that $\frac{d}{dt}(c\cdot Ac)=2\varphi\cdot Ac$ for symmetric $A$.

The product rule gives $\varphi\cdot Ac+c\cdot A\varphi$, and by (a) the two terms are equal.

```lean
/-- Along a curve with velocity `φ`, the quadratic form of a symmetric matrix `A` changes at the
rate `2 φ·Ac`. -/
theorem hasDerivAt_form {ι : Type*} [Fintype ι] {A : Matrix ι ι ℝ} (hA : A.IsSymm)
    {c : ℝ → ι → ℝ} {φ : ι → ℝ} {t : ℝ} (hc : HasDerivAt c φ t) :
    HasDerivAt (fun s => c s ⬝ᵥ A *ᵥ c s) (2 * (φ ⬝ᵥ A *ᵥ c t)) t := by
  have hi := hasDerivAt_pi.1 hc
  have h : HasDerivAt (fun s => ∑ i, c s i * ∑ j, A i j * c s j)
      (∑ i, (φ i * ∑ j, A i j * c t j + c t i * ∑ j, A i j * φ j)) t :=
    HasDerivAt.fun_sum fun i _ =>
      (hi i).fun_mul (HasDerivAt.fun_sum fun j _ => (hi j).const_mul (A i j))
  refine HasDerivAt.congr_deriv h ?_
  rw [Finset.sum_add_distrib]
  change φ ⬝ᵥ A *ᵥ c t + c t ⬝ᵥ A *ᵥ φ = _
  rw [form_symm hA (c t) φ]
  ring
```

**(d)** Normalize $x$ when $N=x\cdot Ax>0$: $(x/\sqrt N)\cdot A(x/\sqrt N)=1$.

The two factors combine to $1/N$, which multiplies $N$.

```lean
/-- A vector of positive squared norm `N = x·Ax` is normalized by the factor `1/√N`. -/
theorem form_normalize {ι : Type*} [Fintype ι] (A : Matrix ι ι ℝ) (x : ι → ℝ) {N : ℝ} (hN : 0 < N)
    (hx : x ⬝ᵥ A *ᵥ x = N) : ((√N)⁻¹ • x) ⬝ᵥ A *ᵥ ((√N)⁻¹ • x) = 1 := by
  rw [Matrix.mulVec_smul, smul_dotProduct, dotProduct_smul, hx, smul_eq_mul, smul_eq_mul,
    ← mul_assoc, ← mul_inv, Real.mul_self_sqrt hN.le, inv_mul_cancel₀ hN.ne']
```

**(e)** Let $A$ be symmetric, $\psi\cdot A\psi=1$ and $\varphi\cdot A\psi=0$. Find a curve with $c(0)=\psi$, $\dot c(0)=\varphi$ and $c\cdot Ac=1$ near $t=0$.

With $a=\varphi\cdot A\varphi$, the vector $\psi+t\varphi$ has squared norm $1+2t\,\varphi\cdot A\psi+t^2a=1+t^2a$. This is positive for small $t$, even if $a<0$. By (d), $c(t)=(\psi+t\varphi)/\sqrt{1+t^2a}$ is normalized. The prefactor has value 1 and slope 0 at $t=0$ (`h2`), so $\dot c(0)=\varphi$.

```lean
/-- For symmetric `A` and `ψ·Aψ = 1`, every direction `φ` with `φ·Aψ = 0` is the velocity at `t = 0`
of a curve that passes through `ψ` there and is normalized near `t = 0`. -/
theorem exists_normalized_curve {A : Matrix G G ℝ} (hA : A.IsSymm) {ψ φ : G → ℝ}
    (hψ : ψ ⬝ᵥ A *ᵥ ψ = 1) (hφ : φ ⬝ᵥ A *ᵥ ψ = 0) :
    ∃ c : ℝ → G → ℝ, c 0 = ψ ∧ HasDerivAt c φ 0 ∧ ∀ᶠ t in 𝓝 0, c t ⬝ᵥ A *ᵥ c t = 1 := by
  set a := φ ⬝ᵥ A *ᵥ φ with ha
  have h1 : HasDerivAt (fun t : ℝ => 1 + t ^ 2 * a) 0 0 := by
    have h := ((hasDerivAt_pow 2 (0 : ℝ)).mul_const a).const_add 1
    exact h.congr_deriv (by simp)
  have h2 : HasDerivAt (fun t : ℝ => (√(1 + t ^ 2 * a))⁻¹) 0 0 := by
    have h := (h1.sqrt (by simp)).inv (by simp)
    exact h.congr_deriv (by simp)
  have h3 : HasDerivAt (fun t : ℝ => ψ + t • φ) φ 0 :=
    (((hasDerivAt_id' (0 : ℝ)).smul_const φ).const_add ψ).congr_deriv (one_smul ℝ φ)
  refine ⟨fun t => (√(1 + t ^ 2 * a))⁻¹ • (ψ + t • φ), by simp,
    (h2.smul h3).congr_deriv (by simp), ?_⟩
  have hpos : ∀ᶠ t : ℝ in 𝓝 0, 0 < 1 + t ^ 2 * a :=
    h1.continuousAt.eventually (lt_mem_nhds (by simp))
  filter_upwards [hpos] with t ht
  refine form_normalize A _ ht ?_
  simp only [Matrix.mulVec_add, Matrix.mulVec_smul, dotProduct_add, add_dotProduct,
    smul_dotProduct, dotProduct_smul, smul_eq_mul]
  rw [form_symm hA ψ φ, hφ, hψ, ← ha]
  ring
```

**(f)** Let $F$ be differentiable at the density of $\psi=c(t)$. Find the first variation of the energy there: $\dot E=2\varphi\cdot H\psi$.

Put $\beta=\dot b=B^T\varphi$. By (c), $\dot n_r=2\varphi_r\psi_r+2\beta\cdot Q(r)b$ (`hn`). The chain rule gives $\dot F=\sum_rV_r\dot n_r$ (`hL`), hence

$$\dot E=2\Big[\varphi\cdot T\psi+\sum_rV_r\varphi_r\psi_r+\beta\cdot D_0b+\sum_rV_r\,\beta\cdot Q(r)b\Big].$$

By (b) the last two terms are $\beta\cdot Db=\varphi\cdot BDB^T\psi$ (`hH`).

```lean
/-- First variation: if `F` is differentiable at the density of the orbital `ψ = c t`, then along a
curve with velocity `φ` the total energy changes at the rate `2 φ·Hψ`, where `H` contains the
screened coefficients. -/
theorem hasDerivAt_energy (M : Model G P) {c : ℝ → G → ℝ} {φ : G → ℝ} {t : ℝ}
    (hF : DifferentiableAt ℝ M.F (M.density (c t))) (hc : HasDerivAt c φ t) :
    HasDerivAt (fun s => M.energy (c s)) (2 * (φ ⬝ᵥ M.hamiltonian (c t) *ᵥ c t)) t := by
  have hi := hasDerivAt_pi.1 hc
  have hp : ∀ p, HasDerivAt (fun s => ∑ r, M.B r p * c s r) (∑ r, M.B r p * φ r) t :=
    fun p => HasDerivAt.fun_sum fun r _ => (hi r).const_mul (M.B r p)
  have hb : HasDerivAt (fun s => M.proj (c s)) (M.proj φ) t := hasDerivAt_pi.2 hp
  have h2 : ∀ r, HasDerivAt (fun s => c s r ^ 2) (2 * (φ r * c t r)) t := fun r => by
    have h := (hi r).fun_mul (hi r)
    simp only [← pow_two] at h
    exact h.congr_deriv (by ring)
  have hn : HasDerivAt (fun s => M.density (c s))
      (fun r => 2 * (φ r * c t r) + 2 * (M.proj φ ⬝ᵥ M.Q r *ᵥ M.proj (c t))) t :=
    hasDerivAt_pi.2 fun r => (h2 r).fun_add (hasDerivAt_form (M.Q_symm r) hb)
  have hE := ((hasDerivAt_form M.T_symm hc).fun_add (hasDerivAt_form M.D₀_symm hb)).fun_add
    (hF.hasFDerivAt.comp_hasDerivAt t hn)
  refine HasDerivAt.congr_deriv hE ?_
  -- the derivative of `F` is the scalar product with the potential
  have hL : ∀ v : G → ℝ, fderiv ℝ M.F (M.density (c t)) v
      = ∑ r, v r * M.potential (c t) r := fun v => by
    have hv : v = ∑ r, v r • (Pi.single r (1 : ℝ) : G → ℝ) := by
      ext s
      simp [Finset.sum_apply, Pi.single_apply]
    refine (congrArg _ hv).trans ?_
    rw [map_sum]
    simp only [map_smul, smul_eq_mul, Model.potential]
  have hd : φ ⬝ᵥ diagonal (M.potential (c t)) *ᵥ c t
      = ∑ r, φ r * (M.potential (c t) r * c t r) := by
    simp only [dotProduct, Matrix.mulVec_diagonal]
  have hH : φ ⬝ᵥ M.hamiltonian (c t) *ᵥ c t = φ ⬝ᵥ M.T *ᵥ c t
      + ∑ r, φ r * (M.potential (c t) r * c t r) + (M.proj φ ⬝ᵥ M.D₀ *ᵥ M.proj (c t)
      + ∑ r, M.potential (c t) r * (M.proj φ ⬝ᵥ M.Q r *ᵥ M.proj (c t))) := by
    rw [Model.hamiltonian, Matrix.add_mulVec, Matrix.add_mulVec, dotProduct_add, dotProduct_add,
      hd, ← Matrix.mulVec_mulVec, ← Matrix.mulVec_mulVec, Matrix.dotProduct_mulVec φ M.B,
      ← Matrix.mulVec_transpose, Model.screenedD, Matrix.add_mulVec, dotProduct_add, form_sum]
    rfl
  have hsum : ∑ r, (2 * (φ r * c t r) + 2 * (M.proj φ ⬝ᵥ M.Q r *ᵥ M.proj (c t)))
      * M.potential (c t) r = 2 * ∑ r, φ r * (M.potential (c t) r * c t r)
      + 2 * ∑ r, M.potential (c t) r * (M.proj φ ⬝ᵥ M.Q r *ᵥ M.proj (c t)) := by
    rw [Finset.mul_sum, Finset.mul_sum, ← Finset.sum_add_distrib]
    exact Finset.sum_congr rfl fun r _ => by ring
  rw [hL, hH]
  linear_combination hsum
```

In a self-consistency loop, this is why $D$ is recomputed whenever $V$ changes; there the grid sum carries the volume element.

**(g)** Let $\psi\cdot S\psi=1$ and let $F$ be differentiable at the density of $\psi$. Show that $E$ is stationary along all normalized curves through $\psi$ exactly when $H\psi=\varepsilon S\psi$ with $\varepsilon=\psi\cdot H\psi$.

If $E$ is stationary, (e) and (f) give $\varphi\cdot H\psi=0$ whenever $\varphi\cdot S\psi=0$ (`key`). With $e_r$ the grid unit vector, $\varphi=e_r-(S\psi)_r\psi$ qualifies, so $0=(H\psi)_r-\varepsilon(S\psi)_r$. Conversely, differentiating $c\cdot Sc=1$ gives $\varphi\cdot S\psi=0$, so $\dot E=2\varepsilon\,\varphi\cdot S\psi=0$.

```lean
/-- If `F` is differentiable at the density of a normalized orbital `ψ`, then `ψ` makes the energy
stationary along all normalized curves through it exactly when `Hψ = ε Sψ` with `ε = ψ·Hψ`. -/
theorem stationary_iff (M : Model G P) {ψ : G → ℝ} (hψ : ψ ⬝ᵥ M.overlap *ᵥ ψ = 1)
    (hF : DifferentiableAt ℝ M.F (M.density ψ)) :
    (∀ (c : ℝ → G → ℝ) (φ : G → ℝ), c 0 = ψ → HasDerivAt c φ 0 →
      (∀ᶠ t in 𝓝 0, c t ⬝ᵥ M.overlap *ᵥ c t = 1) →
      HasDerivAt (fun t => M.energy (c t)) 0 0) ↔
    M.hamiltonian ψ *ᵥ ψ = (ψ ⬝ᵥ M.hamiltonian ψ *ᵥ ψ) • (M.overlap *ᵥ ψ) := by
  have hS : M.overlap.IsSymm := by
    simp [Matrix.IsSymm, Model.overlap, Matrix.transpose_mul, M.q_symm.eq, Matrix.mul_assoc]
  constructor
  · intro h
    have key : ∀ φ : G → ℝ, φ ⬝ᵥ M.overlap *ᵥ ψ = 0 → φ ⬝ᵥ M.hamiltonian ψ *ᵥ ψ = 0 := by
      intro φ hφ
      obtain ⟨c, h0, hc, hn⟩ := exists_normalized_curve hS hψ hφ
      have e := (hasDerivAt_energy M (by rw [h0]; exact hF) hc).unique (h c φ h0 hc hn)
      rw [h0] at e
      linarith
    -- test with a grid unit vector minus its component along `ψ`
    funext r
    have hr := key (Pi.single r 1 - (M.overlap *ᵥ ψ) r • ψ) (by
      rw [sub_dotProduct, smul_dotProduct, single_one_dotProduct, hψ, smul_eq_mul]
      ring)
    rw [sub_dotProduct, smul_dotProduct, single_one_dotProduct, smul_eq_mul] at hr
    rw [Pi.smul_apply, smul_eq_mul]
    linear_combination hr
  · intro h c φ h0 hc hn
    have e := (hasDerivAt_form hS hc).unique
      ((hasDerivAt_const (0 : ℝ) (1 : ℝ)).congr_of_eventuallyEq hn)
    have hE := hasDerivAt_energy M (by rw [h0]; exact hF) hc
    rw [h0] at e hE
    refine hE.congr_deriv ?_
    rw [h, dotProduct_smul, smul_eq_mul]
    linear_combination (ψ ⬝ᵥ M.hamiltonian ψ *ᵥ ψ) * e
```

**(h)** Show that a local minimum of $E$ on $\psi\cdot S\psi=1$ satisfies $(T+V+BDB^T)\psi=\varepsilon S\psi$.

Along a normalized curve through $\psi$, $E(c(t))$ has a local minimum at $t=0$, so its derivative vanishes; apply (g). `IsLocalMinOn` compares $\psi$ only with nearby normalized orbitals. $F$ need only be differentiable at the density of $\psi$, and $S$ may be indefinite. The theorem does not say that $\varepsilon$ is the lowest eigenvalue.

```lean
/-- If `F` is differentiable at the density of `ψ`, and `ψ` is a local minimum of the total energy
among orbitals with `ψ·Sψ = 1`, then `ψ` satisfies `(T + V + B D Bᵀ)ψ = ε Sψ` with the screened
coefficients `D` and `ε = ψ·Hψ`. -/
theorem eigen_of_isLocalMinOn (M : Model G P) {ψ : G → ℝ} (hψ : ψ ⬝ᵥ M.overlap *ᵥ ψ = 1)
    (hF : DifferentiableAt ℝ M.F (M.density ψ))
    (hmin : IsLocalMinOn M.energy {φ | φ ⬝ᵥ M.overlap *ᵥ φ = 1} ψ) :
    (M.T + diagonal (M.potential ψ) + M.B * M.screenedD ψ * M.Bᵀ) *ᵥ ψ
      = (ψ ⬝ᵥ M.hamiltonian ψ *ᵥ ψ) • (M.overlap *ᵥ ψ) := by
  refine (stationary_iff M hψ hF).1 fun c φ h0 hc hn => ?_
  have hE := hasDerivAt_energy M (by rw [h0]; exact hF) hc
  have hcont : Tendsto c (𝓝 0) (𝓝 ψ) := by
    have h := hc.continuousAt.tendsto
    rwa [h0] at h
  have ht : Tendsto c (𝓝 0) (𝓝[{φ | φ ⬝ᵥ M.overlap *ᵥ φ = 1}] ψ) :=
    tendsto_nhdsWithin_iff.2 ⟨hcont, hn⟩
  have hloc : IsLocalMin (fun t => M.energy (c t)) 0 := by
    change ∀ᶠ s in 𝓝 0, M.energy (c 0) ≤ M.energy (c s)
    rw [h0]
    exact ht.eventually hmin
  exact hE.congr_deriv (hloc.hasDerivAt_eq_zero hE)
```

For a numerical instance, take two grid points, one projector $B=(1,0)^T$, $D_0=0$, $q=Q(1)=1$, $Q(2)=0$, $F=\frac12\sum_rn_r^2$ and $T=\begin{pmatrix}2&-\sqrt2\\-\sqrt2&1\end{pmatrix}$, whose eigenvalues 0 and 3 are not negative, as a kinetic energy requires. Then $S=\mathrm{diag}(2,1)$. Writing $\psi=(\cos\theta/\sqrt2,\sin\theta)$ gives $E=\frac32-\sin2\theta-\frac14\sin^22\theta$, which is least at $\theta=\pi/4$, where $\psi=(\frac12,\frac1{\sqrt2})$. There $n=V=(\frac12,\frac12)$ and $D=\frac12$, so $H\psi=(\frac12,\frac1{2\sqrt2})=\frac12S\psi$. With the bare $D_0$ in place of $D$, the first component of $H\psi$ would be $\frac14$ and the equation would fail.

**(i)** Suppose $G$ is nonempty, $F$ is differentiable everywhere and $\kappa\,\varphi\cdot\varphi\le\varphi\cdot S\varphi$ for some $\kappa>0$. Show that a normalized $\psi$ attains $E(\psi)=\min_{\varphi\cdot S\varphi=1}E(\varphi)$ and solves the equation in (h).

The bound on $S$ means that augmentation never cancels the norm of an orbital. The constraint set is closed, bounded because $\varphi\cdot\varphi\le1/\kappa$, and nonempty because a grid unit vector can be normalized by (d). The continuous $E$ therefore attains its minimum there, and (h) applies.

```lean
/-- On a nonempty grid, if the overlap is bounded below by a positive constant and `F` is
differentiable, a normalized orbital of least energy exists and satisfies `Hψ = ε Sψ` with `ε =
ψ·Hψ`. -/
theorem exists_minimizer [Nonempty G] (M : Model G P) (hF : Differentiable ℝ M.F) {κ : ℝ}
    (hκ : 0 < κ) (hS : ∀ φ : G → ℝ, κ * (φ ⬝ᵥ φ) ≤ φ ⬝ᵥ M.overlap *ᵥ φ) :
    ∃ ψ : G → ℝ, ψ ⬝ᵥ M.overlap *ᵥ ψ = 1 ∧
      (∀ φ : G → ℝ, φ ⬝ᵥ M.overlap *ᵥ φ = 1 → M.energy ψ ≤ M.energy φ) ∧
      M.hamiltonian ψ *ᵥ ψ = (ψ ⬝ᵥ M.hamiltonian ψ *ᵥ ψ) • (M.overlap *ᵥ ψ) := by
  have hclosed : IsClosed {φ : G → ℝ | φ ⬝ᵥ M.overlap *ᵥ φ = 1} := by
    refine isClosed_eq ?_ continuous_const
    simp only [dotProduct, Matrix.mulVec]
    fun_prop
  have hsub : {φ : G → ℝ | φ ⬝ᵥ M.overlap *ᵥ φ = 1} ⊆ Metric.closedBall 0 (1 + 1 / κ) := by
    intro φ hφ
    have h1 : φ ⬝ᵥ φ ≤ 1 / κ := by
      rw [le_div_iff₀ hκ, mul_comm]
      exact (hS φ).trans_eq hφ
    rw [mem_closedBall_zero_iff, pi_norm_le_iff_of_nonneg (by positivity)]
    intro r
    have h2 : φ r * φ r ≤ φ ⬝ᵥ φ :=
      Finset.single_le_sum (f := fun i => φ i * φ i) (fun i _ => mul_self_nonneg _)
        (Finset.mem_univ r)
    rw [Real.norm_eq_abs, abs_le]
    constructor <;> nlinarith [sq_nonneg (φ r - 1), sq_nonneg (φ r + 1)]
  have hcomp := Metric.isCompact_of_isClosed_isBounded hclosed
    (Metric.isBounded_closedBall.subset hsub)
  have hne : {φ : G → ℝ | φ ⬝ᵥ M.overlap *ᵥ φ = 1}.Nonempty := by
    obtain ⟨r⟩ := ‹Nonempty G›
    have h := hS (Pi.single r 1)
    rw [single_one_dotProduct, Pi.single_eq_same, mul_one] at h
    exact ⟨_, form_normalize M.overlap (Pi.single r 1) (hκ.trans_le h) rfl⟩
  have hdens : Continuous M.density := by
    refine continuous_pi fun r => ?_
    simp only [Model.density, Model.proj, dotProduct, Matrix.mulVec]
    fun_prop
  have hcont : Continuous M.energy := by
    refine Continuous.add ?_ (hF.continuous.comp hdens)
    simp only [Model.proj, dotProduct, Matrix.mulVec]
    fun_prop
  obtain ⟨ψ, hψ, hmin⟩ := hcomp.exists_isMinOn hne hcont.continuousOn
  exact ⟨ψ, hψ, fun φ hφ => hmin hφ, eigen_of_isLocalMinOn M hψ (hF _) hmin.localize⟩

end UltrasoftEnergy
```

```lean
#print axioms UltrasoftEnergy.eigen_of_isLocalMinOn
#print axioms UltrasoftEnergy.exists_minimizer
```

```
'UltrasoftEnergy.eigen_of_isLocalMinOn' depends on axioms: [propext, Classical.choice, Quot.sound]
'UltrasoftEnergy.exists_minimizer' depends on axioms: [propext, Classical.choice, Quot.sound]
```

For one real orbital on a finite grid, this justifies solving a self-consistent generalized eigenvalue problem in the search for the ultrasoft ground state.
